# In an unconstrained linear fit of exchange and perturbative-correlation coefficients, the shift caused by a data error is a least-squares fit of that error

A model predicts data as a sum of an exchange contribution `x` and a perturbative-correlation contribution `y`, weighted by two real coefficients that are free of any constraint. Here `x` and `y` are unit vectors in a real inner product space, not assumed orthogonal or even linearly independent, and a pair of coefficients is a least-squares fit when no other pair gives a smaller residual norm. The theorem `isFit_shift` states that if `c` fits the data `d` and `c'` fits the data `d + e`, then `c' - c` fits the error `e`. The proof turns each fit into its normal equations, which say that the residual is orthogonal to both `x` and `y`, and writes the residual for `e` as the difference of the other two residuals.

An attempt in Lean 4 with a fault in it:

```lean
import Mathlib

open scoped InnerProductSpace

namespace IsFitShift

variable {V : Type*} [NormedAddCommGroup V] [InnerProductSpace ℝ V]
  {x y d e : V} {c c' : EuclideanSpace ℝ (Fin 2)} {r : ℝ}

/-- The model prediction: exchange contribution `x` and perturbative-correlation
contribution `y`, weighted by the coefficient pair `c`. -/
def model (x y : V) (c : EuclideanSpace ℝ (Fin 2)) : V := c 0 • x + c 1 • y

/-- The pair `c` is a least-squares fit of the data `d`: no other pair gives a smaller
residual norm. -/
def IsFit (x y d : V) (c : EuclideanSpace ℝ (Fin 2)) : Prop :=
  ∀ a : EuclideanSpace ℝ (Fin 2), ‖d - model x y c‖ ≤ ‖d - model x y a‖

/-- A vector orthogonal to both contributions is orthogonal to every model prediction. -/
theorem inner_model_eq_zero {w : V} (h1 : ⟪x, w⟫_ℝ = 0) (h2 : ⟪y, w⟫_ℝ = 0)
    (a : EuclideanSpace ℝ (Fin 2)) : ⟪w, model x y a⟫_ℝ = 0 := by
  rw [model, inner_add_right, real_inner_smul_right, real_inner_smul_right,
    real_inner_comm x w, real_inner_comm y w, h1, h2]
  ring

/-- Normal equations: for unit contributions, a pair is a least-squares fit exactly when
its residual is orthogonal to both contributions. -/
theorem normal_equations (hx : ‖x‖ = 1) (hy : ‖y‖ = 1) :
    IsFit x y d c ↔
      ⟪x, d - model x y c⟫_ℝ = 0 ∧ ⟪y, d - model x y c⟫_ℝ = 0 := by
  constructor
  · intro h
    -- a residual that cannot be shortened along `v` is orthogonal to `v`
    have key : ∀ v w : V, ‖v‖ = 1 → (∀ t : ℝ, ‖w‖ ≤ ‖w - t • v‖) → ⟪v, w⟫_ℝ = 0 := by
      intro v w hv hm
      have h1 := pow_le_pow_left₀ (norm_nonneg _) (hm ⟪v, w⟫_ℝ) 2
      have h2 : ‖w - ⟪v, w⟫_ℝ • v‖ ^ 2 = ‖w‖ ^ 2 - ⟪v, w⟫_ℝ ^ 2 := by
        rw [norm_sub_sq_real, real_inner_smul_right, norm_smul, hv, Real.norm_eq_abs,
          mul_one, sq_abs, real_inner_comm v w]
        ring
      have h3 : ⟪v, w⟫_ℝ ^ 2 = 0 := le_antisymm (by linarith) (sq_nonneg _)
      exact (pow_eq_zero_iff two_ne_zero).1 h3
    refine ⟨key x _ hx fun t => ?_, key y _ hy fun t => ?_⟩
    · have h2 : d - model x y !₂[c 0 + t, c 1] = d - model x y c - t • x := by
        change d - ((c 0 + t) • x + c 1 • y) = d - (c 0 • x + c 1 • y) - t • x
        module
      rw [← h2]
      exact h _
    · have h2 : d - model x y !₂[c 0, c 1 + t] = d - model x y c - t • y := by
        change d - (c 0 • x + (c 1 + t) • y) = d - (c 0 • x + c 1 • y) - t • y
        module
      rw [← h2]
      exact h _
  · rintro ⟨h1, h2⟩ a
    have hs : d - model x y c + model x y (c - a) = d - model x y a := by
      simp only [model, PiLp.sub_apply]
      module
    -- Pythagoras for the residual of the competitor
    have hp := norm_add_sq_real (d - model x y c) (model x y (c - a))
    rw [inner_model_eq_zero h1 h2, hs] at hp
    refine (pow_le_pow_iff_left₀ (norm_nonneg _) (norm_nonneg _) two_ne_zero).1 ?_
    linarith [sq_nonneg ‖model x y (c - a)‖]

/-- For unit contributions, the change of the coefficients caused by an error `e` in the
data is itself a least-squares fit of `e`. -/
theorem isFit_shift (hx : ‖x‖ = 1) (hy : ‖y‖ = 1)
    (h : IsFit x y d c) (h' : IsFit x y (d + e) c') : IsFit x y e (c' - c) := by
  rw [normal_equations hx hy] at h h' ⊢
  have hs : e - model x y (c' - c) = (d + e - model x y c') - (d - model x y c) := by
    simp only [model, PiLp.sub_apply]
    module
  rw [hs, inner_sub_right, inner_sub_right, h.1, h.2, h'.1, h'.2]
  simp

end IsFitShift
```

The compiler's answer:

```
Main.lean:72:49: error: Tactic `rewrite` failed: Did not find an occurrence of the pattern
  ⟪y, d - model x y c⟫_ℝ
in the target expression
  ⟪x, d + e⟫_ℝ - ⟪x, model x y c'⟫_ℝ - 0 = 0 ∧ ⟪y, d + e - model x y c' - (d - model x y c)⟫_ℝ = 0

V : Type u_1
inst✝¹ : NormedAddCommGroup V
inst✝ : InnerProductSpace ℝ V
x y d e : V
c c' : EuclideanSpace ℝ (Fin 2)
hx : ‖x‖ = 1
hy : ‖y‖ = 1
h : ⟪x, d - model x y c⟫_ℝ = 0 ∧ ⟪y, d - model x y c⟫_ℝ = 0
h' : ⟪x, d + e - model x y c'⟫_ℝ = 0 ∧ ⟪y, d + e - model x y c'⟫_ℝ = 0
hs : e - model x y (c' - c) = d + e - model x y c' - (d - model x y c)
⊢ ⟪x, d + e⟫_ℝ - ⟪x, model x y c'⟫_ℝ - 0 = 0 ∧ ⟪y, d + e - model x y c' - (d - model x y c)⟫_ℝ = 0
```

The mended proof, as a diff:

```diff
@@ -70,6 +70,8 @@
     simp only [model, PiLp.sub_apply]
     module
-  rw [hs, inner_sub_right, inner_sub_right, h.1, h.2, h'.1, h'.2]
-  simp
+  rw [hs]
+  constructor
+  · rw [inner_sub_right, h'.1, h.1, sub_zero]
+  · rw [inner_sub_right, h'.2, h.2, sub_zero]
 
 end IsFitShift
```

The error says that `rw` could not find `⟪y, d - model x y c⟫_ℝ`, the left side of `h.2`. After `rw [hs]` the goal is a conjunction, with one inner product against `x` and one against `y`, each to be split once by `inner_sub_right`. But a `rw` step settles on the first match of its pattern and rewrites only copies of that instance. The first `inner_sub_right` split the `x` product as wanted. The second found another difference inside the result, `⟪x, d + e - model x y c'⟫_ℝ`, and split that, so the `y` product stayed whole and `h.2` had nothing to rewrite. The extra split had also broken up the term that `h'.1` needs.

The repair uses `constructor` to make each half a separate goal. In each, a single `inner_sub_right` gives the difference of two residual products, which `h'` and `h` turn into zeros. Then `sub_zero` leaves `0 = 0`, which `rw` closes itself, so the final `simp` is no longer needed.
